# A completely filled level of a time-reversal-symmetric Hamiltonian carries no net magnetic moment

I have a heavy atom in a non-magnetic muffin-tin potential, with spin-orbit coupling and no external field. Its $p_{3/2}$ level is fourfold degenerate, and my diagonalisation routine returns four orthonormal states that are arbitrary mixtures within the level. Each of them can have a magnetic moment. The argument I know for why the filled level has none sorts the states into Kramers pairs, whose moments cancel. My four vectors are not sorted that way, and none of them need be the time-reversed partner of another. Does the sum still vanish? And if I do find zero moment, may I conclude that the density matrix is time-reversal symmetric?

## The sum vanishes for any orthonormal basis of the whole level

No pairing is needed. Time reversal maps the full level to itself, so it leaves the projector onto the level unchanged, while it reverses the sign of the moment. The answer to your second question is yes only if every time-odd observable averages to zero, not just the one moment you computed.

Work in a finite orthonormal basis and write $\bar A$ for the entrywise complex conjugate of $A$. Time reversal takes a state $\psi$ to $U\bar\psi$ with $U$ unitary, and so takes a density matrix $D$ to $D' = U\bar D U^\dagger$. A symmetric Hamiltonian satisfies $U\bar H = HU$. A magnetic moment is a Hermitian $M$ with $U\bar M = -MU$.

**Reversal flips the moment.** Multiplying $U\bar M=-MU$ by $U^\dagger$ from the left gives $U^\dagger M U = -\bar M$. For Hermitian $D$, therefore,

$$\operatorname{tr}(D'M)=\operatorname{tr}(\bar D\,U^\dagger M U)=-\operatorname{tr}(\bar D\bar M)=-\overline{\operatorname{tr}(DM)}=-\operatorname{tr}(DM).$$

The last step holds because $\overline{\operatorname{tr}(DM)}=\operatorname{tr}((DM)^\dagger)=\operatorname{tr}(MD)=\operatorname{tr}(DM)$.

**The filled level is unchanged.** Let the columns $v_j$ of $V$ be an orthonormal basis of the eigenspace at the real energy $E$, and let $P=VV^\dagger$. The reversed states are the columns of $W=U\bar V$. They are eigenstates at the same energy,

$$HW=HU\bar V=U\bar H\bar V=U\,\overline{HV}=EW,$$

and they are orthonormal, since $W^\dagger W=\overline{V^\dagger V}=1$. Because $V$ spans the whole eigenspace, each column of $W$ has the form $Vc$, and $VV^\dagger Vc=Vc$. Hence $W=VC$ with $C=V^\dagger W$. Then $C^\dagger C=W^\dagger VV^\dagger W=W^\dagger W=1$, and since $C$ is square, $CC^\dagger=1$ as well. It follows that

$$P'=WW^\dagger=VCC^\dagger V^\dagger=P.$$

**The moment is zero.** Taking $D=P$ in the first step gives $\operatorname{tr}(PM)=\operatorname{tr}(P'M)=-\operatorname{tr}(PM)$, so

$$\sum_j\langle v_j|M|v_j\rangle=\operatorname{tr}(V^\dagger MV)=\operatorname{tr}(PM)=0.$$

**From zero moments back to symmetry.** Now assume also $U\bar U=-1$, the condition for a particle of half-integer spin. It gives $\bar U=-U^\dagger$ and $\overline{U^\dagger}=-U$, hence $\overline{D'}=U^\dagger DU$. Put $B=D-D'$, which is Hermitian. Then

$$U\bar B=U\bar D-DU=-(DU-U\bar D)=-BU,$$

so $B$ is itself a time-odd observable. If all such observables average to zero in $D$, then $\operatorname{tr}(DB)=0$, and by the first step $\operatorname{tr}(D'B)=-\operatorname{tr}(DB)=0$. Therefore $\operatorname{tr}(B^\dagger B)=\operatorname{tr}(DB)-\operatorname{tr}(D'B)=0$, which forces $B=0$ and $D'=D$.

### What the Lean statements say about the level

In the code `cc A` is $\bar A$, `Aᴴ` is $A^\dagger$, and `reversed U D` is $D'$. The predicates `TimeEven` and `TimeOdd` are the two relations with $U$ given above. For the Hamiltonian, `TimeEven` stands for the absence of any external magnetic field or exchange field; spin-orbit coupling is allowed.

`IsLevelBasis H E V` describes your set of eigenvectors: the columns are orthonormal, they are eigenvectors at the real energy `E`, and every eigenvector at that energy is a combination of them. The index type `ι` numbers the states in the level, so its size is the degeneracy, and the theorem holds for any degeneracy.

The main theorem, `filled_level_moment_eq_zero`, says that for unitary `U`, time-even `H`, Hermitian time-odd `M` and such a `V`, the trace of `Vᴴ * M * V` is zero. It assumes neither $U\bar U=-1$ nor that `H` is Hermitian; the real energy is enough. It therefore also applies to a spinless model with $U=1$ and a real Hamiltonian, where a nondegenerate level has no orbital moment. That Kramers levels have even dimension is a separate statement, which this file does not prove.

The converse, `reversed_eq_of_moment_eq_zero`, does assume $U\bar U=-1$. Its `D` is any Hermitian matrix, with no condition of positivity or unit trace.

The setting is a finite matrix in an orthonormal basis, so muffin-tin orbitals with an overlap matrix must be orthogonalised first, and continuum scattering states are not included. Within a one-electron calculation of this kind, a moment well above rounding error from a supposedly filled level means that some hypothesis has failed: the level may be incomplete, its eigenvectors may not be orthonormal, the space spanned by the basis may not be closed under time reversal (so that no unitary $U$ exists), the Hamiltonian may break the symmetry, or the moment matrix may fail to be Hermitian or time-odd.

The symmetry of $H$ does real work. Take one spin-1/2 orbital in a Zeeman field, with

$$U=\begin{pmatrix}0&-1\\1&0\end{pmatrix},\qquad H=M=\begin{pmatrix}1&0\\0&-1\end{pmatrix}.$$

All the other hypotheses hold, but $H$ is not time-even. The level at $E=1$ contains only the spin-up state, and its moment is 1.

```lean
import Mathlib

open Matrix

namespace KramersMoment

noncomputable section

variable {n ι : Type*} [Fintype n] [DecidableEq n] [Fintype ι] [DecidableEq ι]

/-- The entrywise complex conjugate of a matrix. -/
def cc {m k : Type*} (A : Matrix m k ℂ) : Matrix m k ℂ := A.map (starRingEnd ℂ)

/-- The time-reversed density matrix `U conj(D) U†`. -/
def reversed (U D : Matrix n n ℂ) : Matrix n n ℂ := U * cc D * Uᴴ

/-- An operator is time-even if `U conj(A) = A U`. -/
def TimeEven (U A : Matrix n n ℂ) : Prop := U * cc A = A * U

/-- An operator is time-odd, like a magnetic moment, if `U conj(A) = -A U`. -/
def TimeOdd (U A : Matrix n n ℂ) : Prop := U * cc A = -(A * U)

/-- The columns of `V` are an orthonormal basis of the whole eigenspace of `H` at the real
energy `E`. -/
structure IsLevelBasis (H : Matrix n n ℂ) (E : ℝ) (V : Matrix n ι ℂ) : Prop where
  orthonormal : Vᴴ * V = 1
  eigen : H * V = (E : ℂ) • V
  complete : ∀ x : n → ℂ, H *ᵥ x = (E : ℂ) • x → ∃ c : ι → ℂ, x = V *ᵥ c

/-- Complex conjugation respects matrix products. -/
theorem cc_mul {l m k : Type*} [Fintype m] (A : Matrix l m ℂ) (B : Matrix m k ℂ) :
    cc (A * B) = cc A * cc B := by
  ext i j
  simp [cc, Matrix.mul_apply]

/-- Complex conjugation commutes with the adjoint. -/
theorem cc_conjTranspose {m k : Type*} (A : Matrix m k ℂ) : (cc A)ᴴ = cc Aᴴ := rfl

omit [DecidableEq n] in
/-- The time reversal of a Hermitian density matrix is Hermitian. -/
theorem reversed_isHermitian (U : Matrix n n ℂ) {D : Matrix n n ℂ} (hD : D.IsHermitian) :
    (reversed U D).IsHermitian := by
  change (U * cc D * Uᴴ)ᴴ = U * cc D * Uᴴ
  rw [conjTranspose_mul, conjTranspose_mul, conjTranspose_conjTranspose, cc_conjTranspose,
    hD.eq, Matrix.mul_assoc]

/-- For unitary `U`, time reversal of a Hermitian density matrix changes the sign of the
expectation value of every time-odd Hermitian observable. -/
theorem moment_reversed {U D M : Matrix n n ℂ} (hU : U ∈ unitaryGroup n ℂ)
    (hD : D.IsHermitian) (hM : M.IsHermitian) (hodd : TimeOdd U M) :
    (reversed U D * M).trace = -(D * M).trace := by
  have h1 : Uᴴ * U = 1 := mem_unitaryGroup_iff'.mp hU
  have hm : Uᴴ * M * U = -cc M := by
    have h : M * U = -(U * cc M) := by rw [hodd, neg_neg]
    rw [Matrix.mul_assoc, h, Matrix.mul_neg, ← Matrix.mul_assoc, h1, Matrix.one_mul]
  -- the expectation value of a Hermitian observable is real
  have hreal : star (D * M).trace = (D * M).trace := by
    rw [← trace_conjTranspose, conjTranspose_mul, hD.eq, hM.eq, trace_mul_comm]
  have hcc (A : Matrix n n ℂ) : (cc A).trace = star A.trace := by
    simp [cc, Matrix.trace]
  calc (reversed U D * M).trace = (U * (cc D * Uᴴ * M)).trace := by
        simp only [reversed, Matrix.mul_assoc]
    _ = (cc D * (Uᴴ * M * U)).trace := by
        rw [trace_mul_comm]
        simp only [Matrix.mul_assoc]
    _ = -(D * M).trace := by
        rw [hm, Matrix.mul_neg, trace_neg, ← cc_mul, hcc, hreal]

/-- For unitary `U` and time-even `H`, the projector `V V†` onto a level of `H` at a real
energy is unchanged by time reversal. -/
theorem IsLevelBasis.reversed_eq {U H : Matrix n n ℂ} {E : ℝ} {V : Matrix n ι ℂ}
    (h : IsLevelBasis H E V) (hU : U ∈ unitaryGroup n ℂ) (hH : TimeEven U H) :
    reversed U (V * Vᴴ) = V * Vᴴ := by
  have h1 : Uᴴ * U = 1 := mem_unitaryGroup_iff'.mp hU
  -- W holds the time-reversed basis states, which are again orthonormal eigenstates
  obtain ⟨W, hWdef⟩ : ∃ W, W = U * cc V := ⟨_, rfl⟩
  have hs : cc ((E : ℂ) • V) = (E : ℂ) • cc V := by
    ext i j
    simp [cc]
  have hW : H * W = (E : ℂ) • W := by
    rw [hWdef, ← Matrix.mul_assoc, ← hH, Matrix.mul_assoc, ← cc_mul, h.eigen, hs,
      Matrix.mul_smul]
  have hWW : Wᴴ * W = 1 := by
    rw [hWdef, conjTranspose_mul, Matrix.mul_assoc, ← Matrix.mul_assoc Uᴴ, h1,
      Matrix.one_mul, cc_conjTranspose, ← cc_mul, h.orthonormal]
    exact Matrix.map_one _ (map_zero _) (map_one _)
  have hVW : V * (Vᴴ * W) = W := by
    ext i j
    obtain ⟨c, hc⟩ := h.complete (fun k => W k j) (by
      ext k
      exact congrFun (congrFun hW k) j)
    have e : V *ᵥ (Vᴴ *ᵥ (fun k => W k j)) = fun k => W k j := by
      rw [hc, mulVec_mulVec, mulVec_mulVec, Matrix.mul_assoc, h.orthonormal, Matrix.mul_one]
    exact congrFun e i
  -- so the two bases differ by a unitary matrix and share one projector
  have hC : (Vᴴ * W)ᴴ * (Vᴴ * W) = 1 := by
    rw [conjTranspose_mul, conjTranspose_conjTranspose, Matrix.mul_assoc, hVW, hWW]
  have hC' : (Vᴴ * W) * (Vᴴ * W)ᴴ = 1 := mul_eq_one_comm.mp hC
  calc reversed U (V * Vᴴ) = W * Wᴴ := by
        rw [hWdef, conjTranspose_mul, cc_conjTranspose, reversed, cc_mul]
        simp only [Matrix.mul_assoc]
    _ = (V * (Vᴴ * W)) * (V * (Vᴴ * W))ᴴ := by rw [hVW]
    _ = V * ((Vᴴ * W) * (Vᴴ * W)ᴴ) * Vᴴ := by
        rw [conjTranspose_mul V]
        simp only [Matrix.mul_assoc]
    _ = V * Vᴴ := by rw [hC', Matrix.mul_one]

/-- A filled level carries no magnetic moment: for unitary `U` and time-even `H`, every
time-odd Hermitian `M` has zero trace over each eigenspace of `H` at a real energy. -/
theorem filled_level_moment_eq_zero {U H M : Matrix n n ℂ} {E : ℝ} {V : Matrix n ι ℂ}
    (hU : U ∈ unitaryGroup n ℂ) (hH : TimeEven U H) (hM : M.IsHermitian)
    (hodd : TimeOdd U M) (hV : IsLevelBasis H E V) : (Vᴴ * M * V).trace = 0 := by
  have h := moment_reversed hU (isHermitian_mul_conjTranspose_self V) hM hodd
  rw [hV.reversed_eq hU hH] at h
  have e : (Vᴴ * M * V).trace = (V * Vᴴ * M).trace := by
    rw [trace_mul_comm, ← Matrix.mul_assoc]
  rw [e]
  linear_combination (1 / 2 : ℂ) * h

/-- Let `U` be unitary with `U conj(U) = -1`. A Hermitian density matrix in which every
time-odd Hermitian observable has zero expectation value is unchanged by time reversal. -/
theorem reversed_eq_of_moment_eq_zero {U D : Matrix n n ℂ} (hU : U ∈ unitaryGroup n ℂ)
    (hK : U * cc U = -1) (hD : D.IsHermitian)
    (h : ∀ M : Matrix n n ℂ, M.IsHermitian → TimeOdd U M → (D * M).trace = 0) :
    reversed U D = D := by
  have h1 : Uᴴ * U = 1 := mem_unitaryGroup_iff'.mp hU
  have h2 : U * Uᴴ = 1 := mem_unitaryGroup_iff.mp hU
  have hcU : cc U = -Uᴴ := by
    rw [← Matrix.one_mul (cc U), ← h1, Matrix.mul_assoc, hK, Matrix.mul_neg, Matrix.mul_one]
  have hcUh : cc Uᴴ = -U := by
    rw [← cc_conjTranspose, hcU, conjTranspose_neg, conjTranspose_conjTranspose]
  have hcc : cc (D - reversed U D) = cc D - Uᴴ * D * U := by
    have e : cc (D - reversed U D) = cc D - cc (reversed U D) := by
      ext i j
      simp [cc]
    have e' : cc (cc D) = D := by
      ext i j
      simp [cc]
    rw [e, reversed, cc_mul, cc_mul, e', hcU, hcUh]
    noncomm_ring
  -- the part of D that changes under time reversal is itself a time-odd observable
  have hB : (D - reversed U D).IsHermitian := hD.sub (reversed_isHermitian U hD)
  have hodd : TimeOdd U (D - reversed U D) := by
    have e : U * (Uᴴ * D * U) = D * U := by
      rw [← Matrix.mul_assoc, ← Matrix.mul_assoc, h2, Matrix.one_mul]
    have e' : reversed U D * U = U * cc D := by
      rw [reversed, Matrix.mul_assoc, h1, Matrix.mul_one]
    rw [TimeOdd, hcc, Matrix.mul_sub, e, Matrix.sub_mul, e', neg_sub]
  have hsq : ((D - reversed U D)ᴴ * (D - reversed U D)).trace = 0 := by
    rw [hB.eq, Matrix.sub_mul, trace_sub, moment_reversed hU hD hB hodd, h _ hB hodd]
    simp
  have hz : D - reversed U D = 0 := by
    open scoped ComplexOrder in
    exact trace_conjTranspose_mul_self_eq_zero_iff.mp hsq
  exact (sub_eq_zero.mp hz).symm

/-- The unitary matrix `U` in the time reversal `ψ ↦ U conj(ψ)` of two spin-1/2 orbitals. -/
def exU : Matrix (Fin 4) (Fin 4) ℂ := !![0, -1, 0, 0; 1, 0, 0, 0; 0, 0, 0, -1; 0, 0, 1, 0]

/-- A Hamiltonian with two doublets, at energies 0 and 1. -/
def exH : Matrix (Fin 4) (Fin 4) ℂ := !![0, 0, 0, 0; 0, 0, 0, 0; 0, 0, 1, 0; 0, 0, 0, 1]

/-- The spin moment along z, in units where each basis state has moment 1 or -1. -/
def exM : Matrix (Fin 4) (Fin 4) ℂ := !![1, 0, 0, 0; 0, -1, 0, 0; 0, 0, 1, 0; 0, 0, 0, -1]

/-- The first two basis states, as columns. -/
def exV : Matrix (Fin 4) (Fin 2) ℂ := !![1, 0; 0, 1; 0, 0; 0, 0]

/-- The two-doublet model meets the hypotheses on `U`, `H`, `M` and the level, with
`U conj(U) = -1`, and the first state of the level taken alone has moment 1. -/
theorem filled_level_witness :
    exU ∈ unitaryGroup (Fin 4) ℂ ∧ exU * cc exU = -1 ∧ TimeEven exU exH ∧
    exM.IsHermitian ∧ TimeOdd exU exM ∧ IsLevelBasis exH 0 exV ∧
    (exVᴴ * exM * exV) 0 0 = 1 := by
  unfold TimeEven TimeOdd
  refine ⟨mem_unitaryGroup_iff.mpr ?_, ?_, ?_, ?_, ?_, ⟨?_, ?_, ?complete⟩, ?single⟩
  case complete =>
    intro x hx
    have h2 := congrFun hx 2
    have h3 := congrFun hx 3
    simp [exH, Matrix.mulVec, dotProduct, Fin.sum_univ_four] at h2 h3
    refine ⟨![x 0, x 1], ?_⟩
    ext i
    fin_cases i <;> simp [exV, Matrix.mulVec, dotProduct, Fin.sum_univ_two, h2, h3]
  case single =>
    simp [exV, exM, Matrix.mul_apply, Fin.sum_univ_four, Matrix.conjTranspose_apply]
  all_goals
    ext i j
    fin_cases i <;> fin_cases j <;>
      simp [exU, exH, exM, exV, cc, Matrix.mul_apply, Fin.sum_univ_four, Matrix.star_apply,
        Matrix.conjTranspose_apply]

end

end KramersMoment
```

```lean
#print axioms KramersMoment.filled_level_moment_eq_zero
#print axioms KramersMoment.reversed_eq_of_moment_eq_zero
```

```
'KramersMoment.filled_level_moment_eq_zero' depends on axioms: [propext, Classical.choice, Quot.sound]
'KramersMoment.reversed_eq_of_moment_eq_zero' depends on axioms: [propext, Classical.choice, Quot.sound]
```

### How the Lean proof uses the reversed basis

`cc_mul` and `cc_conjTranspose` let conjugation pass through products and adjoints, and `reversed_isHermitian` shows that $D'$ is Hermitian when $D$ is.

`moment_reversed` is the sign flip. Inside it, `hm` is $U^\dagger MU=-\bar M$, `hreal` says that the expectation value is real, and the `calc` block moves $U$ around the trace by `trace_mul_comm`.

`IsLevelBasis.reversed_eq` proves $P'=P$. It introduces `W` and shows in `hW` and `hWW` that its columns are orthonormal eigenstates. The completeness of the level enters in `hVW`, which establishes $VV^\dagger W=W$ column by column. Then `hC` is $C^\dagger C=1$, and `mul_eq_one_comm` turns it into $CC^\dagger=1$. This is the step that replaces the sorting into pairs: your basis and its reversed copy differ only by a unitary matrix.

`filled_level_moment_eq_zero` combines the two results. After rewriting with $P'=P$, the hypothesis `h` reads $t=-t$ for $t=\operatorname{tr}(PM)$, and `linear_combination` extracts $t=0$.

In `reversed_eq_of_moment_eq_zero`, `hcU` and `hcUh` are the two consequences of $U\bar U=-1$, and `hcc` computes $\bar B$. Next, `hB` and `hodd` show that $B$ is an admissible observable, so the assumption can be applied to it. That gives `hsq`, the vanishing trace of $B^\dagger B$, and a Mathlib lemma concludes $B=0$ in `hz`.

Finally, `filled_level_witness` checks a model with two spin-1/2 orbitals, forming doublets at energies 0 and 1. It meets all the hypotheses of the main theorem, with $U\bar U=-1$ as well. The completeness of the lower doublet is proved by reading off that the last two components of any eigenvector at energy 0 vanish; the matrix identities are checked entry by entry. The first state of that doublet has moment 1 by itself, so the zero belongs to the filled level and not to each state in it.
